# Recursively defined polynomials P_l for spherical Bessel functions: P_l(t) ≥ 1 at t > 0, strictly for l ≥ 1

The file defines polynomials P_l with natural-number coefficients by P_0 = 1, P_1 = 1 + X² and P_{l+2} = P_l + (2l+3)X²(P_{l+1} + X P′_{l+1}). The theorem says that for every real t > 0 and every natural l, P_l(t) ≥ 1 and P_{l+1}(t) > 1. In physics, for x > 0, P_l(1/x) is x²(j_l(x)² + n_l(x)²), with j_l and n_l the spherical Bessel and Neumann functions of angular momentum l, but the file neither states nor uses this. The proof is by induction on l. It evaluates the recursion at t and shows that the term added to P_l(t) is positive: P_{l+1}(t) > 1 by the induction hypothesis, and P′_{l+1}(t) ≥ 0 because a polynomial with natural-number coefficients is non-negative at t.

In Lean, a first try:

```lean
import Mathlib

open Polynomial

namespace HardSpherePhase

noncomputable section

/-- Polynomials with natural-number coefficients, defined by a recursion in `l`. -/
def modulusPoly : ℕ → ℕ[X]
  | 0 => 1
  | 1 => 1 + X ^ 2
  | l + 2 => modulusPoly l + ((2 * l + 3 : ℕ) : ℕ[X]) * X ^ 2 *
      (modulusPoly (l + 1) + X * derivative (modulusPoly (l + 1)))

/-- At positive argument the modulus polynomials are at least one, and they exceed one
for every nonzero angular momentum. -/
theorem one_le_modulusPoly {t : ℝ} (ht : 0 < t) (l : ℕ) :
    1 ≤ aeval t (modulusPoly l) ∧ 1 < aeval t (modulusPoly (l + 1)) := by
  have hn : ∀ q : ℕ[X], 0 ≤ aeval t q := fun q => by
    rw [Polynomial.aeval_eq_sum_range]
    refine Finset.sum_nonneg fun i _ => ?_
    simp only [nsmul_eq_mul]
    positivity
  induction l with
  | zero =>
    have e : aeval t (modulusPoly (0 + 1)) = 1 + t ^ 2 := by simp [modulusPoly]
    refine ⟨by simp [modulusPoly], ?_⟩
    rw [e]
    linarith [pow_pos ht 2]
  | succ l ih =>
    refine ⟨ih.2.le, ?_⟩
    have e : aeval t (modulusPoly (l + 1 + 1)) = aeval t (modulusPoly l) +
        (2 * (l : ℝ) + 3) * t ^ 2 * (aeval t (modulusPoly (l + 1)) +
          t * aeval t (derivative (modulusPoly (l + 1)))) := by
      simp [modulusPoly]
    have h1 := mul_nonneg ht.le (hn (derivative (modulusPoly (l + 1))))
    have h2 : 0 < (2 * (l : ℝ) + 3) * t ^ 2 * (aeval t (modulusPoly (l + 1)) +
        t * aeval t (derivative (modulusPoly (l + 1)))) :=
      mul_pos (by positivity) (by linarith [ih.2])
    rw [e]
    linarith [ih.1]

end

end HardSpherePhase
```

The error:

```
Main.lean:35:61: error: unsolved goals
t : ℝ
ht : 0 < t
hn : ∀ (q : ℕ[X]), 0 ≤ (aeval t) q
l : ℕ
ih : 1 ≤ (aeval t) (modulusPoly l) ∧ 1 < (aeval t) (modulusPoly (l + 1))
⊢ ((aeval t) 2 * ↑l + (aeval t) 3 = 2 * ↑l + 3 ∨ t = 0) ∨
    (aeval t) (modulusPoly (l + 1)) + t * (aeval t) (derivative (modulusPoly (l + 1))) = 0
```

What went wrong. The error is in `e`, the recursion evaluated at `t`. `simp [modulusPoly]` unfolded the recursion and split the cast of `2 * l + 3` while it was still inside `aeval t`. That left `(aeval t) 2` and `(aeval t) 3`, which `simp` did not reduce to the real numbers 2 and 3. It also cancelled what the two sides share, so the goal became a disjunction: the coefficients agree, or `t = 0`, or the common bracket vanishes. The first alternative is true, but `simp` stopped short of proving it.

The repair evaluates the coefficient separately, in `hc`. There `rw [map_natCast]` takes the whole cast through `aeval t` in one step, and `norm_num` splits it only once it is a real number. The `simp only` that replaces the old call has no lemma for splitting casts, so the coefficient stays in the form `hc` rewrites. It has no cancellation lemma either, so the two sides simply become the same expression and the goal closes.

Fix (accepted with no message):

```diff
@@ -34,5 +34,8 @@
         (2 * (l : ℝ) + 3) * t ^ 2 * (aeval t (modulusPoly (l + 1)) +
           t * aeval t (derivative (modulusPoly (l + 1)))) := by
-      simp [modulusPoly]
+      have hc : aeval t ((2 * l + 3 : ℕ) : ℕ[X]) = 2 * (l : ℝ) + 3 := by
+        rw [map_natCast]
+        norm_num
+      simp only [modulusPoly, map_add, map_mul, map_pow, aeval_X, hc]
     have h1 := mul_nonneg ht.le (hn (derivative (modulusPoly (l + 1))))
     have h2 : 0 < (2 * (l : ℝ) + 3) * t ^ 2 * (aeval t (modulusPoly (l + 1)) +
```
